# A proper rotation that fixes the unit vector along z is a rotation about the z axis

The lemma says that a proper rotation of three-dimensional space which leaves the unit vector along z unchanged is a rotation about z. In matrix terms, if a real 3×3 matrix `S` satisfies `Sᵀ * S = 1`, has determinant one and maps (0, 0, 1) to itself, then `S = Rz c` for some angle `c` in (-π, π]. The proof reads the third column of `S` from the fixed vector, then uses the unit length of the third row to show that the row's other two entries vanish. The lengths of the first two columns and the determinant give the remaining 2×2 block the form of a plane rotation, and its first column, a point on the unit circle, supplies the angle.

In Lean, a first try:

```lean
import Mathlib

open Matrix Real

namespace EulerAnglesZYZ

noncomputable section

/-- Rotation by the angle `t` about the z axis. -/
def Rz (t : ℝ) : Matrix (Fin 3) (Fin 3) ℝ :=
  !![cos t, -sin t, 0; sin t, cos t, 0; 0, 0, 1]

/-- A proper rotation: an orthogonal matrix of determinant one. -/
def IsRotation (R : Matrix (Fin 3) (Fin 3) ℝ) : Prop := Rᵀ * R = 1 ∧ R.det = 1

/-- The unit vector along z. -/
def zAxis : Fin 3 → ℝ := ![0, 0, 1]

/-- Every point of the unit circle has an angle in `(-π, π]`. -/
theorem exists_circle_angle (x y : ℝ) (h : x ^ 2 + y ^ 2 = 1) :
    ∃ t ∈ Set.Ioc (-π) π, cos t = x ∧ sin t = y := by
  have hsq : ‖(⟨x, y⟩ : ℂ)‖ ^ 2 = 1 := by
    rw [Complex.sq_norm, Complex.normSq_apply]
    linarith
  have hn : ‖(⟨x, y⟩ : ℂ)‖ = 1 := by
    have := norm_nonneg (⟨x, y⟩ : ℂ)
    nlinarith
  have h0 : (⟨x, y⟩ : ℂ) ≠ 0 := by
    intro hz
    rw [hz, norm_zero] at hn
    exact zero_ne_one hn
  refine ⟨Complex.arg ⟨x, y⟩, Complex.arg_mem_Ioc _, ?_, ?_⟩
  · rw [Complex.cos_arg h0, hn, div_one]
  · rw [Complex.sin_arg, hn, div_one]

/-- A proper rotation that leaves the z axis in place is a rotation about z. -/
theorem eq_Rz_of_fixes_zAxis {S : Matrix (Fin 3) (Fin 3) ℝ} (hS : IsRotation S)
    (hz : S *ᵥ zAxis = zAxis) : ∃ c ∈ Set.Ioc (-π) π, S = Rz c := by
  have h0 : S 0 2 = 0 := by
    simpa [zAxis, Matrix.mulVec, dotProduct, Fin.sum_univ_three] using congrFun hz 0
  have h1 : S 1 2 = 0 := by
    simpa [zAxis, Matrix.mulVec, dotProduct, Fin.sum_univ_three] using congrFun hz 1
  have h2 : S 2 2 = 1 := by
    simpa [zAxis, Matrix.mulVec, dotProduct, Fin.sum_univ_three] using congrFun hz 2
  have r := congrFun (congrFun (mul_eq_one_comm.mp hS.1) 2) 2
  have p := congrFun (congrFun hS.1 0) 0
  have q := congrFun (congrFun hS.1 1) 1
  have d := hS.2
  simp only [Matrix.mul_apply, Fin.sum_univ_three, Matrix.transpose_apply,
    Matrix.one_apply_eq] at r p q
  rw [Matrix.det_fin_three] at d
  -- the third row has unit length, so its first two entries vanish
  rw [h2] at r
  have h20 : S 2 0 = 0 := pow_eq_zero_iff two_ne_zero |>.mp
    (by nlinarith [sq_nonneg (S 2 0), sq_nonneg (S 2 1)])
  have h21 : S 2 1 = 0 := pow_eq_zero_iff two_ne_zero |>.mp
    (by nlinarith [sq_nonneg (S 2 0), sq_nonneg (S 2 1)])
  rw [h20] at p
  rw [h21] at q
  rw [h0, h1, h2, h20, h21] at d
  -- the determinant fixes the second column of the remaining block
  have hsum : (S 1 1 - S 0 0) ^ 2 + (S 0 1 + S 1 0) ^ 2 = 0 := by
    linear_combination p + q - 2 * d
  have e1 : S 1 1 - S 0 0 = 0 := pow_eq_zero_iff two_ne_zero |>.mp
    (by linarith [sq_nonneg (S 1 1 - S 0 0), sq_nonneg (S 0 1 + S 1 0)])
  have e2 : S 0 1 + S 1 0 = 0 := pow_eq_zero_iff two_ne_zero |>.mp
    (by linarith [sq_nonneg (S 1 1 - S 0 0), sq_nonneg (S 0 1 + S 1 0)])
  have h11 : S 1 1 = S 0 0 := by linarith
  have h01 : S 0 1 = -S 1 0 := by linarith
  obtain ⟨c, hc, hcos, hsin⟩ := exists_circle_angle (S 0 0) (S 1 0) (by linarith)
  refine ⟨c, hc, ?_⟩
  ext i j
  fin_cases i <;> fin_cases j <;>
    simp [Rz, h0, h1, h2, h20, h21, h11, h01, hcos, hsin]

end

end EulerAnglesZYZ
```

Compiling this gives:

```
Main.lean:45:21: error: Application type mismatch: The argument
  congrFun (mul_eq_one_comm.mp ?m.115) 2
has type
  (?m.110 * ?m.109) 2 = 1 2
but is expected to have type
  ?m.100 = ?m.101
in the application
  congrFun (congrFun (mul_eq_one_comm.mp ?m.115) 2)
```

Cause. The third row's length comes from `S * Sᵀ = 1`, which `mul_eq_one_comm` derives from `hS.1`, that is, from `Sᵀ * S = 1`. `congrFun` is then applied twice, to pick out a row and then an entry. The message shows that when Lean checked the outer `congrFun`, the factors `?m.110` and `?m.109` were still unknown, and so was the argument `?m.115`, where `hS.1` belongs. Nothing yet told Lean that the product was a 3×3 matrix, so it could not match the inner result, `(?m.110 * ?m.109) 2 = 1 2`, with the equation between functions that the outer `congrFun` needs.

The repair first states the equation as `hS' : S * Sᵀ = 1`, with the same proof. The stated type settles the factors and their matrix type before `congrFun` is used, so both applications go through, as they already do for `hS.1` in the lines defining `p` and `q`. The mathematical argument is unchanged.

Fix (accepted with no message):

```diff
@@ -43,5 +43,6 @@
   have h2 : S 2 2 = 1 := by
     simpa [zAxis, Matrix.mulVec, dotProduct, Fin.sum_univ_three] using congrFun hz 2
-  have r := congrFun (congrFun (mul_eq_one_comm.mp hS.1) 2) 2
+  have hS' : S * Sᵀ = 1 := mul_eq_one_comm.mp hS.1
+  have r := congrFun (congrFun hS' 2) 2
   have p := congrFun (congrFun hS.1 0) 0
   have q := congrFun (congrFun hS.1 1) 1
```
